# Laplace factorisation of the ring MP3 sum for positive excitation energies

## Denominators that tie excitations together

Evaluated as it is written, the third-order ring energy is a sum over three excitations, and its cost grows with the cube of their number. Factorising the Coulomb integrals through an auxiliary basis separates the excitations in the numerator. The energy denominators still join them in pairs, so the sum over one excitation still depends on another.

Let $m,n,k$ label excitations, each from an occupied to a virtual spin orbital, with orbital-energy difference $x_m$, called its excitation energy here. Let $P$ label auxiliary functions, and let $B_{mP}$ be the real three-index factor, so that the interaction is

$$(m,n)=\sum_P B_{mP}B_{nP}.$$

The direct ring term of third-order Møller–Plesset theory (MP3) is

$$E=\sum_{m,n,k}\frac{(m,n)(n,k)(k,m)}{(x_m+x_n)(x_m+x_k)}.$$

## The ring sum as a time integral

Define a matrix in the auxiliary basis, depending on an imaginary time $t$:

$$X_{PQ}(t)=\sum_m B_{mP}B_{mQ}\,e^{-x_m t}.$$

If every $x_m>0$, then

$$E=\int_0^\infty\!\!\int_0^\infty \operatorname{tr}\big[X(t)X(s)X(s+t)\big]\,dt\,ds .$$

Each $X(t)$ needs a single sum over excitations. Replacing the two time integrals by a numerical quadrature turns the identity into a Laplace-transform method for the ring term. It is stated here for the direct term only, in a finite basis with positive excitation energies.

To derive it, write out the trace with excitation $n$ in $X(t)$, $k$ in $X(s)$ and $m$ in $X(s+t)$:

$$\sum_{m,n,k}\sum_{P,Q,R}B_{nP}B_{nQ}\,B_{kQ}B_{kR}\,B_{mR}B_{mP}\;e^{-x_nt-x_ks-x_m(s+t)}.$$

The sums over $P$, $Q$ and $R$ give $(m,n)$, $(n,k)$ and $(k,m)$. The exponential regroups as $e^{-(x_m+x_n)t}\,e^{-(x_m+x_k)s}$. For $a,b>0$,

$$\int_0^\infty\!\!\int_0^\infty e^{-at}e^{-bs}\,dt\,ds=\frac1{ab}.$$

With $a=x_m+x_n$ and $b=x_m+x_k$, integrating the finite sum term by term restores both denominators.

## The sign of the ring term

Keep every $x_m>0$, and let $T_{mn}$ be the first-order amplitudes without exchange, defined by $(x_m+x_n)T_{mn}=-(m,n)$. The two minus signs cancel in the product $T_{mn}T_{mk}$, so

$$E=\sum_{m,n,k}T_{mn}T_{mk}(n,k)=\sum_{m,P}\Big(\sum_n T_{mn}B_{nP}\Big)^2\ge 0 .$$

Suppose $E=0$. Then $\sum_nT_{mn}B_{nP}=0$ for all $m$ and $P$. Multiplying by $B_{mP}$ and summing over $P$ gives

$$0=\sum_nT_{mn}(m,n)=-\sum_n(x_m+x_n)T_{mn}^2 .$$

Every term on the right has the same sign, so each vanishes. In particular $T_{mm}=0$, hence $(m,m)=\sum_PB_{mP}^2=0$, and row $m$ of $B$ is zero. This holds for every $m$, so $B=0$. Conversely, $B=0$ gives $E=0$. The ring term is therefore strictly positive exactly when $B\neq0$.

## Reading the Lean statements

The finite types `M` and `P` index excitations and auxiliary functions, and `B : Matrix M P ℝ` holds the factors. An element of `M` is a whole occupied–virtual pair, not an orbital. `coupling B m n` is $(m,n)$, `ringMP3 B x` is $E$, and `ringX B x t` is $X(t)$, which is unrelated to the excitation amplitudes called $X$ in the random-phase approximation.

The main theorem, `ringMP3_eq_integral`, says that for every `B`, and every `x` with `∀ m, 0 < x m`, the ring sum equals the integral over the quadrant `Ioi 0 ×ˢ Ioi 0`. A point `p` of the quadrant has `p.1` as $t$ and `p.2` as $s$. Since Lean assigns the value zero to the integral of a non-integrable function, `integrableOn_trace` separately establishes that the integrand is integrable.

The hypothesis on `x` says that every excitation in `M` raises the orbital energy. A gap between all occupied and all virtual levels guarantees this. `ringMP3_eq_sum_sq` takes any `T` that solves the amplitude equations, and `ringMP3_pos_iff` gives the criterion for strict positivity.

The step left to the user is the identification of $\sum_P B_{mP}B_{nP}$ with the true Coulomb integrals, which density fitting achieves only approximately. Exchange terms, the other MP3 diagrams and the error of a numerical time quadrature are not treated. Excitations run over spin orbitals, so a closed-shell sum over spatial orbitals must be multiplied by 8, a factor of 2 for the spin of each of the three excitations.

## The complete file

```lean
import Mathlib

open MeasureTheory Matrix Set

namespace RingMP3Laplace

noncomputable section

variable {M P : Type*} [Fintype P]

/-- The factorised interaction `(m,n) = ∑ P, B(m,P) B(n,P)` between excitations `m` and `n`. -/
def coupling (B : Matrix M P ℝ) (m n : M) : ℝ := ∑ p, B m p * B n p

/-- The interaction is symmetric in the two excitations. -/
theorem coupling_comm (B : Matrix M P ℝ) (m n : M) : coupling B m n = coupling B n m :=
  Finset.sum_congr rfl fun _ _ => mul_comm _ _

variable [Fintype M]

/-- The factor `B` with row `m` damped by `exp(-x(m) t)` in imaginary time. -/
def damped (B : Matrix M P ℝ) (x : M → ℝ) (t : ℝ) : Matrix M P ℝ :=
  Matrix.of fun m p => Real.exp (-x m * t) * B m p

/-- The imaginary-time matrix `X(t) = ∑ m, B(m,P) B(m,Q) exp(-x(m) t)` in the auxiliary basis. -/
def ringX (B : Matrix M P ℝ) (x : M → ℝ) (t : ℝ) : Matrix P P ℝ :=
  Matrix.of fun p q => ∑ m, B m p * B m q * Real.exp (-x m * t)

/-- The third-order ring sum with its two energy denominators, meant for excitation energies
`x` for which no sum `x(m) + x(n)` vanishes. -/
def ringMP3 (B : Matrix M P ℝ) (x : M → ℝ) : ℝ :=
  ∑ m, ∑ n, ∑ k, coupling B m n * coupling B n k * coupling B k m /
    ((x m + x n) * (x m + x k))

/-- The trace over auxiliary indices of `X(t) X(s) X(s+t)` is a triple sum over excitations `m`,
`n`, `k`, in which `x(m) + x(n)` appears in an exponential in `t` and `x(m) + x(k)` in an
exponential in `s`. -/
theorem trace_ringX (B : Matrix M P ℝ) (x : M → ℝ) (t s : ℝ) :
    trace (ringX B x t * ringX B x s * ringX B x (s + t)) =
      ∑ m, ∑ n, ∑ k, coupling B m n * coupling B n k * coupling B k m *
        (Real.exp (-(x m + x n) * t) * Real.exp (-(x m + x k) * s)) := by
  have hX : ∀ r, ringX B x r = Bᵀ * damped B x r := by
    intro r
    ext p q
    simp only [ringX, damped, Matrix.mul_apply, Matrix.transpose_apply, Matrix.of_apply]
    exact Finset.sum_congr rfl fun m _ => by ring
  have hG : ∀ r, damped B x r * Bᵀ =
      Matrix.of fun m n => Real.exp (-x m * r) * coupling B m n := by
    intro r
    ext m n
    simp only [coupling, damped, Matrix.mul_apply, Matrix.transpose_apply, Matrix.of_apply]
    rw [Finset.mul_sum]
    exact Finset.sum_congr rfl fun p _ => by ring
  -- cyclicity moves the trace from auxiliary indices to excitations
  have hc : trace (ringX B x t * ringX B x s * ringX B x (s + t)) =
      trace ((damped B x (s + t) * Bᵀ) * (damped B x t * Bᵀ) * (damped B x s * Bᵀ)) := by
    rw [hX, hX, hX, ← Matrix.mul_assoc _ Bᵀ (damped B x (s + t)), Matrix.trace_mul_comm]
    simp only [Matrix.mul_assoc]
  rw [hc, hG, hG, hG]
  simp only [Matrix.trace, Matrix.diag_apply, Matrix.mul_apply, Matrix.of_apply, Finset.sum_mul]
  refine Finset.sum_congr rfl fun m _ => ?_
  rw [Finset.sum_comm]
  refine Finset.sum_congr rfl fun n _ => Finset.sum_congr rfl fun k _ => ?_
  have e1 : Real.exp (-(x m + x n) * t) = Real.exp (-x m * t) * Real.exp (-x n * t) := by
    rw [← Real.exp_add]; congr 1; ring
  have e2 : Real.exp (-(x m + x k) * s) = Real.exp (-x m * s) * Real.exp (-x k * s) := by
    rw [← Real.exp_add]; congr 1; ring
  have e3 : Real.exp (-x m * (s + t)) = Real.exp (-x m * s) * Real.exp (-x m * t) := by
    rw [← Real.exp_add]; congr 1; ring
  rw [e1, e2, e3]
  ring

/-- For positive `a` and `b`, the function `exp(-a t) exp(-b s)` is integrable over `t, s > 0`,
and its integral is `1/(a b)`. -/
theorem laplace_pair {a b : ℝ} (ha : 0 < a) (hb : 0 < b) :
    IntegrableOn (fun p : ℝ × ℝ => Real.exp (-a * p.1) * Real.exp (-b * p.2))
      (Ioi 0 ×ˢ Ioi 0) ∧
    ∫ p in (Ioi (0 : ℝ) ×ˢ Ioi (0 : ℝ)), Real.exp (-a * p.1) * Real.exp (-b * p.2)
      = 1 / (a * b) := by
  have hμ : (volume : Measure (ℝ × ℝ)).restrict (Ioi 0 ×ˢ Ioi 0) =
      (volume.restrict (Ioi 0)).prod (volume.restrict (Ioi 0)) := by
    rw [Measure.prod_restrict, Measure.volume_eq_prod]
  have hv : ∀ c : ℝ, 0 < c → ∫ t in Ioi (0 : ℝ), Real.exp (-c * t) = 1 / c := by
    intro c hc
    rw [integral_exp_mul_Ioi (neg_lt_zero.mpr hc) 0]
    simp
  constructor
  · rw [IntegrableOn, hμ]
    exact Integrable.mul_prod (exp_neg_integrableOn_Ioi 0 ha) (exp_neg_integrableOn_Ioi 0 hb)
  · rw [hμ, integral_prod_mul (fun t : ℝ => Real.exp (-a * t)) (fun s : ℝ => Real.exp (-b * s)),
      hv a ha, hv b hb, one_div_mul_one_div]

/-- For positive excitation energies the ring integrand `trace (X(t) X(s) X(s+t))` is
integrable over `t, s > 0`. -/
theorem integrableOn_trace (B : Matrix M P ℝ) {x : M → ℝ} (hx : ∀ m, 0 < x m) :
    IntegrableOn (fun p : ℝ × ℝ =>
      trace (ringX B x p.1 * ringX B x p.2 * ringX B x (p.2 + p.1))) (Ioi 0 ×ˢ Ioi 0) := by
  simp only [trace_ringX]
  exact MeasureTheory.integrable_finsetSum _ fun m _ => MeasureTheory.integrable_finsetSum _ fun n _ =>
    MeasureTheory.integrable_finsetSum _ fun k _ =>
      Integrable.const_mul (laplace_pair (add_pos (hx m) (hx n)) (add_pos (hx m) (hx k))).1 _

/-- Laplace factorisation of ring MP3: for positive excitation energies the third-order ring sum
is the integral of `trace (X(t) X(s) X(s+t))` over `t, s > 0`. -/
theorem ringMP3_eq_integral (B : Matrix M P ℝ) {x : M → ℝ} (hx : ∀ m, 0 < x m) :
    ringMP3 B x = ∫ p in (Ioi (0 : ℝ) ×ˢ Ioi (0 : ℝ)),
      trace (ringX B x p.1 * ringX B x p.2 * ringX B x (p.2 + p.1)) := by
  have hL := fun m n k => laplace_pair (add_pos (hx m) (hx n)) (add_pos (hx m) (hx k))
  have hI := fun m n k => Integrable.const_mul (hL m n k).1
    (coupling B m n * coupling B n k * coupling B k m)
  simp only [trace_ringX]
  -- integrate the finite triple sum term by term
  rw [MeasureTheory.integral_finsetSum _ fun m _ => MeasureTheory.integrable_finsetSum _ fun n _ =>
    MeasureTheory.integrable_finsetSum _ fun k _ => hI m n k]
  refine Finset.sum_congr rfl fun m _ => ?_
  rw [MeasureTheory.integral_finsetSum _ fun n _ => MeasureTheory.integrable_finsetSum _ fun k _ => hI m n k]
  refine Finset.sum_congr rfl fun n _ => ?_
  rw [MeasureTheory.integral_finsetSum _ fun k _ => hI m n k]
  refine Finset.sum_congr rfl fun k _ => ?_
  rw [integral_const_mul, (hL m n k).2, mul_one_div]

/-- For positive excitation energies, let `T` solve the first-order amplitude equations
`(x(m) + x(n)) T(m,n) = -(m,n)`. Then the ring sum is the sum of the squared entries of `T B`. -/
theorem ringMP3_eq_sum_sq (B : Matrix M P ℝ) {x : M → ℝ} (hx : ∀ m, 0 < x m)
    (T : M → M → ℝ) (hT : ∀ m n, (x m + x n) * T m n = -coupling B m n) :
    ringMP3 B x = ∑ m, ∑ p, (∑ n, T m n * B n p) ^ 2 := by
  have hT' : ∀ m n, T m n = -coupling B m n / (x m + x n) := by
    intro m n
    rw [eq_div_iff (add_pos (hx m) (hx n)).ne']
    linear_combination hT m n
  refine Finset.sum_congr rfl fun m _ => ?_
  have h : ∑ p, (∑ n, T m n * B n p) ^ 2 = ∑ n, ∑ k, T m n * T m k * coupling B n k := by
    simp_rw [sq, Finset.sum_mul_sum]
    rw [Finset.sum_comm]
    refine Finset.sum_congr rfl fun n _ => ?_
    rw [Finset.sum_comm]
    refine Finset.sum_congr rfl fun k _ => ?_
    rw [coupling, Finset.mul_sum]
    exact Finset.sum_congr rfl fun p _ => by ring
  rw [h]
  refine Finset.sum_congr rfl fun n _ => Finset.sum_congr rfl fun k _ => ?_
  rw [hT' m n, hT' m k, coupling_comm B k m, div_mul_div_comm, div_mul_eq_mul_div]
  congr 1
  ring

/-- For positive excitation energies the third-order ring sum is strictly positive exactly when
the interaction factor `B` is not zero. -/
theorem ringMP3_pos_iff (B : Matrix M P ℝ) {x : M → ℝ} (hx : ∀ m, 0 < x m) :
    0 < ringMP3 B x ↔ B ≠ 0 := by
  obtain ⟨T, hT⟩ : ∃ T : M → M → ℝ, ∀ m n, (x m + x n) * T m n = -coupling B m n :=
    ⟨fun m n => -coupling B m n / (x m + x n), fun m n => by
      have h := (add_pos (hx m) (hx n)).ne'
      field_simp⟩
  rw [ringMP3_eq_sum_sq B hx T hT]
  constructor
  · intro h hB
    simp [hB] at h
  · intro hB
    by_contra hneg
    apply hB
    have hp : ∀ m ∈ Finset.univ, 0 ≤ ∑ p, (∑ n, T m n * B n p) ^ 2 :=
      fun m _ => Finset.sum_nonneg fun p _ => sq_nonneg _
    have h0 := le_antisymm (not_lt.mp hneg) (Finset.sum_nonneg hp)
    -- every square vanishes
    have z : ∀ m p, ∑ n, T m n * B n p = 0 := fun m p =>
      pow_eq_zero_iff two_ne_zero |>.mp <|
        (Finset.sum_eq_zero_iff_of_nonneg fun p _ => sq_nonneg _).mp
          ((Finset.sum_eq_zero_iff_of_nonneg hp).mp h0 m (Finset.mem_univ m)) p
          (Finset.mem_univ p)
    ext m p
    -- contraction with row `m` of `B` gives a positive combination of squared amplitudes
    have h1 : ∑ n, (x m + x n) * T m n ^ 2 = 0 := by
      calc ∑ n, (x m + x n) * T m n ^ 2 = -∑ q, B m q * ∑ n, T m n * B n q := by
            simp_rw [Finset.mul_sum]
            rw [Finset.sum_comm, ← Finset.sum_neg_distrib]
            refine Finset.sum_congr rfl fun n _ => ?_
            have h2 : ∑ q, B m q * (T m n * B n q) = T m n * coupling B m n := by
              rw [coupling, Finset.mul_sum]
              exact Finset.sum_congr rfl fun q _ => by ring
            rw [h2]
            linear_combination T m n * hT m n
        _ = 0 := by simp [z]
    have h3 := (Finset.sum_eq_zero_iff_of_nonneg fun n _ =>
      mul_nonneg (add_pos (hx m) (hx n)).le (sq_nonneg (T m n))).mp h1 m (Finset.mem_univ m)
    have h4 : T m m = 0 := pow_eq_zero_iff two_ne_zero |>.mp <|
      (mul_eq_zero.mp h3).resolve_left (add_pos (hx m) (hx m)).ne'
    have h5 : ∑ q, B m q * B m q = 0 := by
      have h6 := hT m m
      rw [h4, mul_zero, coupling] at h6
      linarith
    exact mul_self_eq_zero.mp <| (Finset.sum_eq_zero_iff_of_nonneg fun q _ =>
      mul_self_nonneg (B m q)).mp h5 p (Finset.mem_univ p)

end

end RingMP3Laplace
```

```lean
#print axioms RingMP3Laplace.integrableOn_trace
#print axioms RingMP3Laplace.ringMP3_eq_integral
#print axioms RingMP3Laplace.ringMP3_eq_sum_sq
#print axioms RingMP3Laplace.ringMP3_pos_iff
```

```
'RingMP3Laplace.integrableOn_trace' depends on axioms: [propext, Classical.choice, Quot.sound]
'RingMP3Laplace.ringMP3_eq_integral' depends on axioms: [propext, Classical.choice, Quot.sound]
'RingMP3Laplace.ringMP3_eq_sum_sq' depends on axioms: [propext, Classical.choice, Quot.sound]
'RingMP3Laplace.ringMP3_pos_iff' depends on axioms: [propext, Classical.choice, Quot.sound]
```

## From the derivation to the proof

`trace_ringX` carries the algebra, and needs no positivity. The matrix `damped B x t` is $B$ with row $m$ multiplied by $e^{-x_mt}$. Inside the proof, `hX` writes $X(t)$ as $B^{\mathsf T}$ times this matrix, and `hG` computes the product in the opposite order, whose entries are $e^{-x_mt}(m,n)$. The step `hc` uses cyclicity of the trace to pass from auxiliary indices to excitations. The identities `e1`, `e2` and `e3` then regroup the exponentials.

`laplace_pair` evaluates the elementary double integral. It writes the measure on the quadrant as a product of two half-line measures, so that both integrability and the value follow from the one-dimensional exponential.

`integrableOn_trace` combines these two lemmas: a finite sum of constant multiples of integrable functions is integrable. `ringMP3_eq_integral` moves the integral through the sums over $m$, $n$ and $k$ in turn, and then inserts the value $1/(ab)$.

In `ringMP3_eq_sum_sq`, `hT'` solves the amplitude equation by division, and `h` expands the square into a double sum over $n$ and $k$.

`ringMP3_pos_iff` first constructs such a `T`. For nonzero `B` it argues by contradiction: if the sum of squares is not positive, it is zero, and `z` records that each squared quantity vanishes. The contraction with row $m$ is `h1`. From it `h4` obtains $T_{mm}=0$ and `h5` obtains $\sum_PB_{mP}^2=0$, which forces each entry of the row to be zero.
